# A harmonic polynomial is determined by its value and normal slope on the plane z = 0

Q: Take a charge-free region with two coordinates, $x$ and $z$, and the potential $p = a x^2 + b xz + c z^2$. On the line $z=0$ I measure the value $a x^2$ and the slope $\partial_z p = b x$. That gives me $a$ and $b$, and Laplace's equation $2a + 2c = 0$ supplies $c=-a$. If both measurements vanish, so does $p$. But a solid harmonic in three dimensions can have high degree and many coefficients. Why should value and slope on the equatorial plane still be enough?

A: Because Laplace's equation keeps supplying the next coefficient. Let $x$ now stand for all $d$ in-plane coordinates, and expand in powers of $z$:
$$p(x,z)=\sum_n a_n(x)\,z^n,\qquad (\partial_z^n p)|_{z=0}=n!\,a_n(x).$$
Write $\Delta_x$ for the in-plane Laplacian. Since $\Delta_x$ does not involve $z$, setting $z=0$ in $\partial_z^2p+\Delta_x p=0$ gives
$$(\partial_z^2 p)|_{z=0}=-\Delta_x\big(p|_{z=0}\big).$$
Derivatives commute, so $\Delta(\partial_z p)=\partial_z(\Delta p)=0$, and $\partial_z p$ is harmonic too. Suppose that $p$ has zero value and zero slope. The value of $\partial_z p$ is the slope of $p$, which is zero. The slope of $\partial_z p$ is $-\Delta_x(p|_{z=0})=0$. Thus $\partial_z p$ inherits both conditions, and by repetition so does every $\partial_z^n p$. Hence $n!\,a_n=0$ for all $n$, and $p=0$.

For two harmonic polynomials $p$ and $q$ with the same data, $p-q$ is harmonic with zero data, so $p=q$.

Q: I accept that. Now convince me that the Lean version is about the same objects. Which Laplacian does it use?

A: The variables are indexed by `Option (Fin d)`: `none` is $z$, and each `some i` is an in-plane coordinate. `Fin d` counts from zero, so $x_1$ is `some 0`. Ordinary space is $d=2$.

```lean
import Mathlib

open MvPolynomial

namespace HarmonicCauchyData

noncomputable section

variable {d : ℕ}
```

One definition of the Laplacian serves for any finite set of variables.

```lean
/-- The Laplacian of a real polynomial: the sum of its second derivatives over all variables. -/
def laplacian {σ : Type*} [Fintype σ] (p : MvPolynomial σ ℝ) : MvPolynomial σ ℝ :=
  ∑ i, pderiv i (pderiv i p)
```

Applied to $p$ it is the full Laplacian in $d+1$ dimensions; applied to a polynomial in the $x_i$ alone it is $\Delta_x$. "Harmonic" means `laplacian p = 0`.

Q: And the measurements on the equator?

A: The value is the substitution $z\mapsto 0$, $x_i\mapsto x_i$. It respects sums and products, and its result is a polynomial on the whole plane, not just on the unit circle.

```lean
/-- The equatorial value of a polynomial in `x_1, ..., x_d` (the variables `some i`) and `z`
(the variable `none`): the polynomial in the `x_i` obtained by setting `z = 0`. -/
def equatorValue : MvPolynomial (Option (Fin d)) ℝ →ₐ[ℝ] MvPolynomial (Fin d) ℝ :=
  aeval (fun o => o.elim 0 X)
```

The slope is the same substitution after differentiating in $z$.

```lean
/-- The equatorial slope: the `z`-derivative, taken at `z = 0`. -/
def equatorSlope (p : MvPolynomial (Option (Fin d)) ℝ) : MvPolynomial (Fin d) ℝ :=
  equatorValue (pderiv none p)
```

This is the Cartesian derivative. If you work with the polar angle $\theta$, then $\partial_\theta=-r\,\partial_z$ at the equator, where $r$ is the distance from the origin.

Q: I usually reserve "solid harmonic" for a homogeneous polynomial, $r^\ell Y_{\ell m}$. Where is the degree $\ell$?

A: Nowhere. Homogeneity is not assumed, so real solid harmonics are included, along with sums of different degrees. Complex ones are not, since the coefficients are real; take real and imaginary parts first.

Q: These are formal polynomials, though. My potential is a function.

A: That is the step you must add yourself: identify your potential with a formal polynomial, so that its ordinary partial derivatives become the algebraic operation `pderiv`. For a solid harmonic written in Cartesian coordinates this is immediate. A potential that is harmonic but not polynomial does not fit the statement.

Q: Then show me where the calculation above appears. Start with the fact that derivatives commute.

A: That lemma is proved by building the polynomial up from constants, sums and multiplication by one variable. In the last case the product rule applies, and second derivatives of a single variable vanish.

```lean
/-- Derivatives of a polynomial with respect to two variables commute. -/
theorem pderiv_swap {σ : Type*} (i j : σ) (p : MvPolynomial σ ℝ) :
    pderiv i (pderiv j p) = pderiv j (pderiv i p) := by
  classical
  have hX : ∀ a b k : σ, pderiv a (pderiv b (X k : MvPolynomial σ ℝ)) = 0 := by
    intro a b k
    rw [pderiv_X]
    by_cases h : k = b
    · subst h
      simp
    · simp [Pi.single_eq_of_ne h]
  induction p using MvPolynomial.induction_on with
  | C a => simp
  | add p q hp hq => simp only [map_add, hp, hq]
  | mul_X p k hp =>
    simp only [Derivation.leibniz, map_add, smul_eq_mul, hX, hp]
    ring
```

The next lemma lets $\partial_{x_i}$ pass through the substitution $z=0$. The same build-up works: a factor $z$ makes both sides vanish, and a factor $x_j$ is handled by the product rule.

```lean
/-- Differentiating along the equatorial plane and setting `z = 0` may be done in either order. -/
theorem equatorValue_pderiv (i : Fin d) (p : MvPolynomial (Option (Fin d)) ℝ) :
    equatorValue (pderiv (some i) p) = pderiv i (equatorValue p) := by
  have h0 : equatorValue (X (none : Option (Fin d))) = 0 := by simp [equatorValue]
  have hs : ∀ j : Fin d, equatorValue (X (some j)) = X j := by simp [equatorValue]
  induction p using MvPolynomial.induction_on with
  | C a => simp [equatorValue]
  | add p q hp hq => simp only [map_add, hp, hq]
  | mul_X p k hp =>
    cases k with
    | none =>
      have hn : pderiv (some i) (X none : MvPolynomial (Option (Fin d)) ℝ) = 0 :=
        pderiv_X_of_ne (by simp)
      simp [Derivation.leibniz, h0, hn]
    | some j =>
      have hX : equatorValue (pderiv (some i) (X (some j))) = pderiv i (X j) := by
        by_cases h : j = i
        · subst h
          simp
        · rw [pderiv_X_of_ne h, pderiv_X_of_ne (by simpa using h), map_zero]
      simp only [Derivation.leibniz, smul_eq_mul, map_add, map_mul, hs, hX, hp]
```

Q: So now you can restrict Laplace's equation to the plane.

A: Yes. The proof applies `equatorValue` to $\Delta p=0$, uses `Fintype.sum_option` to separate the $z$ term from the in-plane terms, and moves the latter to the other side.

```lean
/-- Laplace's equation at the equator: for a harmonic polynomial the second `z`-derivative at
`z = 0` is minus the in-plane Laplacian of the equatorial value. -/
theorem equatorial_laplace {p : MvPolynomial (Option (Fin d)) ℝ} (hp : laplacian p = 0) :
    equatorValue (pderiv none (pderiv none p)) = -laplacian (equatorValue p) := by
  have h := congrArg (fun q => equatorValue q) hp
  simp only [laplacian, Fintype.sum_option, map_add, map_sum, equatorValue_pderiv,
    map_zero] at h
  exact eq_neg_of_add_eq_zero_left h
```

Q: In my quadratic example that reads $2c=-2a$. What replaces the expansion in powers of $z$?

A: An isomorphism `e` that regrades $p$ as a polynomial in $z$ whose coefficients are polynomials in the $x_i$. Inside the proof, `he` says that `e` turns $\partial_z$ into the ordinary one-variable derivative, `hE` says that the equatorial value is the coefficient of $z^0$, and `hit` extends `he` to repeated derivatives. The hypothesis then becomes $n!\,a_n=0$, and $n!\neq0$ finishes the argument.

```lean
/-- A polynomial all of whose `z`-derivatives, of order zero and higher, vanish at `z = 0`
is zero. -/
theorem eq_zero_of_normal_derivatives (p : MvPolynomial (Option (Fin d)) ℝ)
    (h : ∀ n : ℕ, equatorValue ((pderiv (R := ℝ) (none : Option (Fin d)))^[n] p) = 0) :
    p = 0 := by
  -- read p as a polynomial in z with coefficients in the x_i
  obtain ⟨e, hC, hz, hx⟩ : ∃ e : MvPolynomial (Option (Fin d)) ℝ ≃ₐ[ℝ]
      Polynomial (MvPolynomial (Fin d) ℝ), (∀ a, e (C a) = Polynomial.C (C a)) ∧
      e (X none) = Polynomial.X ∧ ∀ i, e (X (some i)) = Polynomial.C (X i) :=
    ⟨optionEquivLeft ℝ (Fin d), fun a => by simp [optionEquivLeft_C],
      by simp [optionEquivLeft_X_none], fun i => by simp [optionEquivLeft_X_some]⟩
  have he : ∀ q, e (pderiv none q) = Polynomial.derivative (e q) := by
    intro q
    induction q using MvPolynomial.induction_on with
    | C a => simp [hC]
    | add p q hp hq => simp only [map_add, hp, hq]
    | mul_X q k hq =>
      cases k with
      | none =>
        simp only [Derivation.leibniz, smul_eq_mul, map_add, map_mul, pderiv_X_self, map_one,
          hz, hq, Polynomial.derivative_mul, Polynomial.derivative_X]
        ring
      | some j =>
        have hn : pderiv none (X (some j) : MvPolynomial (Option (Fin d)) ℝ) = 0 :=
          pderiv_X_of_ne (by simp)
        simp only [Derivation.leibniz, smul_eq_mul, map_add, map_mul, hn, map_zero,
          hx, hq, Polynomial.derivative_mul, Polynomial.derivative_C]
        ring
  have hE : ∀ q, equatorValue q = (e q).coeff 0 := by
    intro q
    induction q using MvPolynomial.induction_on with
    | C a => simp [equatorValue, hC, algebraMap_eq]
    | add p q hp hq => simp only [map_add, hp, hq, Polynomial.coeff_add]
    | mul_X q k hq =>
      rw [map_mul, map_mul, Polynomial.mul_coeff_zero, hq]
      cases k with
      | none => simp [equatorValue, hz]
      | some j => simp [equatorValue, hx]
  have hit : ∀ n : ℕ, e ((pderiv (R := ℝ) (none : Option (Fin d)))^[n] p) =
      Polynomial.derivative^[n] (e p) := by
    intro n
    induction n with
    | zero => rfl
    | succ n ih => rw [Function.iterate_succ_apply', Function.iterate_succ_apply', he, ih]
  -- the n-th derivative at z = 0 is n! times the n-th coefficient
  apply e.injective
  rw [map_zero]
  refine Polynomial.ext fun n => ?_
  have hn := h n
  rw [hE, hit, Polynomial.coeff_iterate_derivative, zero_add, Nat.descFactorial_self] at hn
  simpa [Nat.factorial_ne_zero] using hn
```

Q: That lemma assumes infinitely many vanishing derivatives. I measured only two quantities.

A: The main theorem derives the rest from your two. Its induction on $n$ is stated for all harmonic polynomials with zero data at once, which is the purpose of `generalizing p`. To treat $\partial_z^{n+1}p$, it applies the case $n$ to $\partial_z p$. The three requirements are those checked above: $\partial_z p$ is harmonic by `pderiv_swap`, its value is zero by `h1`, and its slope is zero by `equatorial_laplace` and `h0`.

```lean
/-- A harmonic polynomial whose equatorial value and equatorial slope both vanish is zero. -/
theorem eq_zero_of_cauchy_data {p : MvPolynomial (Option (Fin d)) ℝ} (hp : laplacian p = 0)
    (h0 : equatorValue p = 0) (h1 : equatorSlope p = 0) : p = 0 := by
  apply eq_zero_of_normal_derivatives
  intro n
  induction n generalizing p with
  | zero => exact h0
  | succ n ih =>
    rw [Function.iterate_succ_apply]
    refine ih ?_ h1 ?_
    · -- the z-derivative of a harmonic polynomial is harmonic
      have hc : laplacian (pderiv none p) = pderiv none (laplacian p) := by
        simp only [laplacian, map_sum]
        refine Finset.sum_congr rfl fun i _ => ?_
        rw [pderiv_swap i none p, pderiv_swap i none (pderiv i p)]
      rw [hc, hp, map_zero]
    · -- its slope is given by Laplace's equation at the equator
      rw [equatorSlope, equatorial_laplace hp, h0]
      simp [laplacian]
```

Q: This also allows $d=0$. Does it make sense there?

A: It does. Only $z$ is left, harmonic means $p''=0$, and $p=a+bz$ is fixed by its value $a$ and slope $b$.

Q: I would rather compare two potentials than test one for zero.

A: That is the following theorem. It uses linearity of the Laplacian, value and slope to pass to the difference $p-q$.

```lean
/-- Two harmonic polynomials with the same equatorial value and the same equatorial slope
are equal. -/
theorem eq_of_cauchy_data {p q : MvPolynomial (Option (Fin d)) ℝ} (hp : laplacian p = 0)
    (hq : laplacian q = 0) (h0 : equatorValue p = equatorValue q)
    (h1 : equatorSlope p = equatorSlope q) : p = q := by
  apply sub_eq_zero.mp
  apply eq_zero_of_cauchy_data
  · have h : laplacian (p - q) = laplacian p - laplacian q := by
      simp only [laplacian, map_sub, Finset.sum_sub_distrib]
    rw [h, hp, hq, sub_zero]
  · rw [map_sub, h0, sub_self]
  · unfold equatorSlope at h1 ⊢
    rw [map_sub, map_sub, h1, sub_self]
```

Q: Could I save myself one of the two measurements?

A: Not in general. The polynomial $z$ is harmonic and invisible to the value; the constant $1$ is harmonic and invisible to the slope. Each has the same reading as the zero polynomial in one measurement and differs from it in the other.

```lean
/-- The polynomial `z` is harmonic with equatorial value `0` and slope `1`, and the constant `1` is
harmonic with equatorial value `1` and slope `0`. -/
theorem both_data_needed :
    (laplacian (X none : MvPolynomial (Option (Fin d)) ℝ) = 0 ∧
      equatorValue (X (none : Option (Fin d))) = 0 ∧
      equatorSlope (X (none : Option (Fin d))) = 1) ∧
    (laplacian (1 : MvPolynomial (Option (Fin d)) ℝ) = 0 ∧
      equatorValue (1 : MvPolynomial (Option (Fin d)) ℝ) = 1 ∧
      equatorSlope (1 : MvPolynomial (Option (Fin d)) ℝ) = 0) := by
  refine ⟨⟨?_, ?_, ?_⟩, ?_, ?_, ?_⟩
  · simp [laplacian, Fintype.sum_option]
  · simp [equatorValue]
  · simp [equatorSlope]
  · simp [laplacian]
  · simp
  · simp [equatorSlope]

end

end HarmonicCauchyData
```

```lean
#print axioms HarmonicCauchyData.eq_of_cauchy_data
#print axioms HarmonicCauchyData.both_data_needed
```

```
'HarmonicCauchyData.eq_of_cauchy_data' depends on axioms: [propext, Classical.choice, Quot.sound]
'HarmonicCauchyData.both_data_needed' depends on axioms: [propext, Classical.choice, Quot.sound]
```

Q: In electrostatics I would call value and slope Cauchy data, and I was taught to be wary of them for Laplace's equation.

A: The wariness concerns existence and stability: for general smooth data there may be no solution, and small errors in the data may grow strongly away from the plane. The theorems give uniqueness for exactly known data. They contain no error bound, and they do not construct a harmonic polynomial from prescribed data.

Q: Where would I meet this outside electrostatics?

A: Real solid harmonics are the polynomial factors of spherical Gaussian basis functions in electronic structure. (Cartesian Gaussians use monomials such as $x^2$ instead, which need not be harmonic.) The result identifies such a harmonic factor from its equatorial value and slope; it does not apply to the complete basis function, whose Gaussian exponential makes it neither polynomial nor harmonic.

Q: Suppose the statement had been modelled with smooth harmonic functions on $\mathbb R^{d+1}$. What would change?

A: For $d\ge 1$ it would then include potentials such as $e^{x_1}\sin z$, and your identification step would disappear. The recursion on the plane would be the same, but the ending would need more analysis. A smooth function can have all its $z$-derivatives vanish at $z=0$ without being zero, so a further property is needed; one can use the fact that harmonic functions are real-analytic. For polynomials, the finite list of coefficients does that work.
